# Uniformly distributed channel coordinates give Dorokhov's bimodal transmission density

A conduction channel is labelled by a dimensionless coordinate $x$, and its transmission eigenvalue is $\tau(x)=1/\cosh^2x$. The other two definitions are functions of a transmission value $T$:

$$\rho(T)=\frac{1}{2T\sqrt{1-T}},\qquad X(T)=\tfrac12\bigl[\ln(1+s)-\ln(1-s)\bigr],\quad s=\sqrt{1-T}.$$

In Lean, $\tau$, $\rho$ and $X$ are `transmission`, `dorokhovDensity` and `channelCoordinate`, all functions from reals to reals. Their physical range is $x>0$ and $0<T<1$. The density $\rho$ is the one for a single channel per unit length of $x$, and it is not normalised to one.

Uniformity of $x$ is assumed. It stands for the even spacing of channel coordinates in a diffusive wire, which a theory of disorder has to supply; what is proved here is the change of variables and its consequences. For non-interacting electrons at zero temperature and small bias, with such coordinates treated as a continuum from $0$ to $L$, these consequences include a shot-noise factor that tends to $1/3$ as $L$ grows.

```lean
import Mathlib

open MeasureTheory Set Filter Topology

namespace DorokhovDistribution

noncomputable section

/-- Transmission eigenvalue of a channel with dimensionless coordinate `x`. -/
def transmission (x : ℝ) : ℝ := 1 / Real.cosh x ^ 2

/-- Dorokhov's density of transmission eigenvalues, per unit length of the coordinate `x`. -/
def dorokhovDensity (T : ℝ) : ℝ := 1 / (2 * T * √(1 - T))

/-- The channel coordinate written as a function of the transmission eigenvalue. -/
def channelCoordinate (T : ℝ) : ℝ :=
  (Real.log (1 + √(1 - T)) - Real.log (1 - √(1 - T))) / 2
```

## (a) The range of $s$

**Task.** For $0<T<1$, show that $0<s<1$.

**Solution.** Since $1-T>0$, its square root is positive. If $s\ge1$, then $s^2\ge1$, but $s^2=1-T<1$. The proof gives `nlinarith` this identity for $s^2$.

```lean
lemma sqrt_bounds {T : ℝ} (h0 : 0 < T) (h1 : T < 1) : 0 < √(1 - T) ∧ √(1 - T) < 1 := by
  have h : 0 < √(1 - T) := Real.sqrt_pos.2 (by linarith)
  have hsq : √(1 - T) ^ 2 = 1 - T := Real.sq_sqrt (by linarith)
  exact ⟨h, by nlinarith⟩
```

## (b) Transmission reverses order

**Task.** For $x,y\ge0$, show that $\tau(x)\le\tau(y)$ exactly when $y\le x$.

**Solution.** Taking reciprocals of positive numbers turns the inequality into $\cosh^2y\le\cosh^2x$, hence $\cosh y\le\cosh x$. This is equivalent to $|y|\le|x|$, and both coordinates are nonnegative. The chain of rewrites follows these equivalences.

```lean
/-- Among nonnegative coordinates, a larger coordinate means a smaller transmission. -/
theorem transmission_le_iff {x y : ℝ} (hx : 0 ≤ x) (hy : 0 ≤ y) :
    transmission x ≤ transmission y ↔ y ≤ x := by
  have cx := Real.cosh_pos x
  have cy := Real.cosh_pos y
  unfold transmission
  rw [one_div_le_one_div (by positivity) (by positivity),
    pow_le_pow_iff_left₀ cy.le cx.le two_ne_zero, Real.cosh_le_cosh,
    abs_of_nonneg hx, abs_of_nonneg hy]
```

## (c) The coordinate of a given transmission

**Task.** For $0<T<1$, show that $X(T)>0$ and $\tau(X(T))=T$.

**Solution.** By (a), $0<1-s<1+s$, so the difference of logarithms is positive. Write $X=X(T)$. Then $e^{2X}=(1+s)/(1-s)$, and

$$2\cosh^2X=1+\cosh2X=1+\frac12\left(\frac{1+s}{1-s}+\frac{1-s}{1+s}\right)=\frac{2}{1-s^2}=\frac2T.$$

Taking the reciprocal of $\cosh^2X=1/T$ gives the claim. In the proof, `hE` is the exponential and `key` is the algebra in $s$.

```lean
/-- Every transmission strictly between 0 and 1 is realised at its positive
channel coordinate. -/
theorem transmission_channelCoordinate {T : ℝ} (h0 : 0 < T) (h1 : T < 1) :
    0 < channelCoordinate T ∧ transmission (channelCoordinate T) = T := by
  obtain ⟨s0, s1⟩ := sqrt_bounds h0 h1
  have hsq : √(1 - T) ^ 2 = 1 - T := Real.sq_sqrt (by linarith)
  constructor
  · have := Real.log_lt_log (show 0 < 1 - √(1 - T) by linarith)
      (show 1 - √(1 - T) < 1 + √(1 - T) by linarith)
    unfold channelCoordinate
    linarith
  · have hE : Real.exp (2 * channelCoordinate T) = (1 + √(1 - T)) / (1 - √(1 - T)) := by
      unfold channelCoordinate
      rw [mul_div_cancel₀ _ (two_ne_zero : (2 : ℝ) ≠ 0), Real.exp_sub,
        Real.exp_log (by linarith), Real.exp_log (by linarith)]
    -- the double-angle formula turns the exponential into cosh²
    have hc : Real.cosh (channelCoordinate T) ^ 2 = 1 / T := by
      have h2 := Real.cosh_two_mul (channelCoordinate T)
      have h3 := Real.cosh_sq (channelCoordinate T)
      rw [Real.cosh_eq, Real.exp_neg, hE] at h2
      have hT : T = (1 - √(1 - T)) * (1 + √(1 - T)) := by linear_combination hsq
      have key : ∀ s : ℝ, 0 < s → s < 1 →
          ((1 + s) / (1 - s) + ((1 + s) / (1 - s))⁻¹) / 2 + 1
            = 2 * (1 / ((1 - s) * (1 + s))) := by
        intro s hs hs1
        have n1 : 1 - s ≠ 0 := by linarith
        have n2 : 1 + s ≠ 0 := by linarith
        field_simp
        ring
      have h4 := key _ s0 s1
      rw [← hT] at h4
      linarith
    unfold transmission
    rw [hc, one_div_one_div]
```

## (d) The density as a Jacobian

**Task.** For $0<T<1$, show that $X'(T)=-\rho(T)$.

**Solution.** By the chain rule,

$$\frac{dX}{ds}=\frac12\left(\frac1{1+s}+\frac1{1-s}\right)=\frac1{1-s^2}=\frac1T,\qquad \frac{ds}{dT}=-\frac1{2s}.$$

The product is $-1/(2Ts)=-\rho(T)$. `HasDerivAt` states both that the derivative exists and what it equals. The proof differentiates the two logarithms separately and then compares the results as rational functions of $s$.

```lean
/-- The channel coordinate changes with transmission at a rate equal to minus
Dorokhov's density. -/
theorem hasDerivAt_channelCoordinate {T : ℝ} (h0 : 0 < T) (h1 : T < 1) :
    HasDerivAt channelCoordinate (-dorokhovDensity T) T := by
  obtain ⟨s0, s1⟩ := sqrt_bounds h0 h1
  have hsq : √(1 - T) ^ 2 = 1 - T := Real.sq_sqrt (by linarith)
  have hs : HasDerivAt (fun t : ℝ => √(1 - t)) (-1 / (2 * √(1 - T))) T :=
    ((hasDerivAt_id' T).const_sub 1).sqrt (by linarith)
  have hp := (hs.const_add 1).log (by linarith)
  have hm := (hs.const_sub 1).log (by linarith)
  refine ((hp.fun_sub hm).div_const 2).congr_deriv ?_
  have hT : 2 * T * √(1 - T)
      = 2 * ((1 - √(1 - T)) * (1 + √(1 - T))) * √(1 - T) := by
    linear_combination 2 * √(1 - T) * hsq
  unfold dorokhovDensity
  rw [hT]
  clear hT hsq hs hp hm
  generalize √(1 - T) = s at s0 s1 ⊢
  have n1 : 1 - s ≠ 0 := by linarith
  have n2 : 1 + s ≠ 0 := by linarith
  field_simp
  ring
```

## (e) The length of a transmission window

**Task.** For $0<a<b<1$, show that the set of $x>0$ with $a\le\tau(x)\le b$ has length $\int_a^b\rho(T)\,dT$, and that this integral is positive.

**Solution.** By (c), $a=\tau(X(a))$ and $b=\tau(X(b))$. By (b), the two conditions on $\tau(x)$ therefore mean $X(b)\le x\le X(a)$. The set is a closed interval of length $X(a)-X(b)$. By (d), $-X$ is an antiderivative of $\rho$, which is continuous on $[a,b]$, so

$$\int_a^b\rho(T)\,dT=X(a)-X(b).$$

If this were not positive, then $X(a)\le X(b)$, and (b) would give $b\le a$.

In the statement, `volume` is Lebesgue measure, with values in $[0,\infty]$. `ENNReal.ofReal` carries the real integral into that range and sends negative numbers to zero; the positivity claim shows that nothing is truncated. The steps `hset` and `hint` are the interval and the integral.

The Lean statement needs the condition $0<a$. For $a=0$, $b=1/2$ the set is the half-line $x\ge X(1/2)$, whose length is infinite. The integral of $\rho$ diverges as well, but Lean gives the integral of a non-integrable function the value 0, so the formal equation would fail.

The statement could also have been modelled with a probability measure, taking $x$ uniform on $(0,L)$. The density would then be $\rho(T)/L$, supported on $\tau(L)<T<1$. Lebesgue measure avoids the cutoff, at the price of an infinite total weight near $T=0$.

```lean
/-- The length of the set of positive coordinates with transmission between `a` and `b` is
the integral of Dorokhov's density from `a` to `b`, and this integral is positive. -/
theorem volume_transmission_window {a b : ℝ} (ha : 0 < a) (hab : a < b) (hb : b < 1) :
    volume {x : ℝ | 0 < x ∧ a ≤ transmission x ∧ transmission x ≤ b}
        = ENNReal.ofReal (∫ T in a..b, 1 / (2 * T * √(1 - T))) ∧
      0 < ∫ T in a..b, 1 / (2 * T * √(1 - T)) := by
  obtain ⟨pa, ta⟩ := transmission_channelCoordinate ha (hab.trans hb)
  obtain ⟨pb, tb⟩ := transmission_channelCoordinate (ha.trans hab) hb
  -- the window of transmissions is an interval of coordinates
  have hset : {x : ℝ | 0 < x ∧ a ≤ transmission x ∧ transmission x ≤ b}
      = Icc (channelCoordinate b) (channelCoordinate a) := by
    ext x
    simp only [mem_ofPred_eq, mem_Icc]
    constructor
    · rintro ⟨hx, h1, h2⟩
      exact ⟨(transmission_le_iff hx.le pb.le).1 (by rw [tb]; exact h2),
        (transmission_le_iff pa.le hx.le).1 (by rw [ta]; exact h1)⟩
    · rintro ⟨h1, h2⟩
      have hx : 0 < x := pb.trans_le h1
      have u1 := (transmission_le_iff pa.le hx.le).2 h2
      have u2 := (transmission_le_iff hx.le pb.le).2 h1
      rw [ta] at u1
      rw [tb] at u2
      exact ⟨hx, u1, u2⟩
  -- the fundamental theorem of calculus gives the length of that interval
  have hint : ∫ T in a..b, 1 / (2 * T * √(1 - T))
      = channelCoordinate a - channelCoordinate b := by
    have h := intervalIntegral.integral_eq_sub_of_hasDerivAt (a := a) (b := b)
      (f := fun t => -channelCoordinate t) (f' := fun T => 1 / (2 * T * √(1 - T))) ?_ ?_
    · rw [h]; ring
    · intro t ht
      rw [uIcc_of_le hab.le] at ht
      exact (hasDerivAt_channelCoordinate (ha.trans_le ht.1)
        (ht.2.trans_lt hb)).fun_neg.congr_deriv (neg_neg _)
    · apply ContinuousOn.intervalIntegrable
      rw [uIcc_of_le hab.le]
      apply ContinuousOn.div (by fun_prop) (by fun_prop)
      intro t ht
      have t0 : 0 < t := ha.trans_le ht.1
      have := (sqrt_bounds t0 (ht.2.trans_lt hb)).1
      positivity
  rw [hset, Real.volume_Icc, hint]
  refine ⟨rfl, ?_⟩
  by_contra hn
  have := (transmission_le_iff pb.le pa.le).2 (by linarith)
  rw [ta, tb] at this
  linarith
```

## (f) Comparing two densities

**Task.** Let $x,y\in(0,1)$ now denote transmissions. If $x^2(1-x)<y^2(1-y)$, show that $\rho(y)<\rho(x)$.

**Solution.** The denominator $2T\sqrt{1-T}$ is positive, and its square is $4T^2(1-T)$. The hypothesis therefore orders the squared denominators, hence the denominators, and taking reciprocals reverses the order.

```lean
lemma density_lt {x y : ℝ} (hx : 0 < x) (hx1 : x < 1) (hy : 0 < y) (hy1 : y < 1)
    (h : x ^ 2 * (1 - x) < y ^ 2 * (1 - y)) : dorokhovDensity y < dorokhovDensity x := by
  have sx := (sqrt_bounds hx hx1).1
  have sy := (sqrt_bounds hy hy1).1
  apply one_div_lt_one_div_of_lt (by positivity)
  apply lt_of_pow_lt_pow_left₀ 2 (by positivity)
  rw [mul_pow (2 * x), mul_pow (2 * y), Real.sq_sqrt (by linarith),
    Real.sq_sqrt (by linarith)]
  nlinarith
```

## (g) A minimum between two rising edges

**Task.** Show that $\rho$ strictly decreases on $(0,2/3]$ and strictly increases on $[2/3,1)$.

**Solution.** With $g(T)=T^2(1-T)$,

$$g(y)-g(x)=(y-x)\bigl[x+y-(x^2+xy+y^2)\bigr].$$

Let $0<x<y\le2/3$. Then $x^2<\tfrac23x$, $y^2\le\tfrac23y$ and $xy\le\tfrac13x+\tfrac13y$. Adding these shows that the bracket is positive, so $g(x)<g(y)$, and (f) gives $\rho(y)<\rho(x)$. For $2/3\le x<y<1$ the corresponding lower bounds make the bracket negative, and the density rises. In Lean, `nlinarith` finds the sign of the bracket from products of these bounds.

```lean
/-- Dorokhov's density strictly falls up to transmission 2/3 and strictly rises beyond it. -/
theorem density_bimodal :
    StrictAntiOn dorokhovDensity (Ioc 0 (2 / 3)) ∧
      StrictMonoOn dorokhovDensity (Ico (2 / 3) 1) := by
  constructor
  · rintro x ⟨x0, x1⟩ y ⟨y0, y1⟩ hxy
    apply density_lt x0 (by linarith) y0 (by linarith)
    have h : 0 < x + y - (x ^ 2 + x * y + y ^ 2) := by
      nlinarith [mul_pos x0 (show 0 < 2 / 3 - x by linarith),
        mul_nonneg y0.le (sub_nonneg.2 y1), mul_nonneg x0.le (sub_nonneg.2 y1),
        mul_pos y0 (show 0 < 2 / 3 - x by linarith)]
    linarith [mul_pos (sub_pos.2 hxy) h,
      show (y - x) * (x + y - (x ^ 2 + x * y + y ^ 2))
        = y ^ 2 * (1 - y) - x ^ 2 * (1 - x) by ring]
  · rintro x ⟨x0, x1⟩ y ⟨y0, y1⟩ hxy
    have px : 0 < x := by linarith
    have py : 0 < y := by linarith
    apply density_lt py y1 px x1
    have h : 0 < x ^ 2 + x * y + y ^ 2 - (x + y) := by
      nlinarith [mul_nonneg px.le (sub_nonneg.2 x0), mul_nonneg py.le (sub_nonneg.2 x0),
        mul_pos py (show 0 < y - 2 / 3 by linarith),
        mul_pos px (show 0 < y - 2 / 3 by linarith)]
    linarith [mul_pos (sub_pos.2 hxy) h,
      show (y - x) * (x ^ 2 + x * y + y ^ 2 - (x + y))
        = x ^ 2 * (1 - x) - y ^ 2 * (1 - y) by ring]
```

## (h) Divergence at closed and open channels

**Task.** Show that $\rho(T)\to\infty$ as $T\to0$ from above and as $T\to1$ from below.

**Solution.** The denominator $2T\sqrt{1-T}$ is continuous, positive on $(0,1)$ and zero at both ends. Its reciprocal therefore grows without bound at each end. The filters `𝓝[>] 0` and `𝓝[<] 1` express the one-sided limits. Together with (g), this is the bimodal shape: weight piles up at nearly closed and nearly open channels.

```lean
/-- Dorokhov's density diverges both at closed channels (`T → 0`) and at open
channels (`T → 1`). -/
theorem density_diverges :
    Tendsto dorokhovDensity (𝓝[>] 0) atTop ∧ Tendsto dorokhovDensity (𝓝[<] 1) atTop := by
  have hc : Continuous (fun T : ℝ => 2 * T * √(1 - T)) := by fun_prop
  have hpos : ∀ T ∈ Ioo (0 : ℝ) 1, 2 * T * √(1 - T) ∈ Ioi (0 : ℝ) := fun T hT =>
    mul_pos (mul_pos two_pos hT.1) (sqrt_bounds hT.1 hT.2).1
  have hfun : dorokhovDensity = fun T => (2 * T * √(1 - T))⁻¹ := by
    funext T
    exact one_div _
  rw [hfun]
  constructor
  · refine tendsto_inv_nhdsGT_zero.comp (tendsto_nhdsWithin_iff.2 ⟨?_, ?_⟩)
    · have h := hc.tendsto 0
      rw [show 2 * (0 : ℝ) * √(1 - 0) = 0 by simp] at h
      exact h.mono_left nhdsWithin_le_nhds
    · filter_upwards [Ioo_mem_nhdsGT (zero_lt_one : (0 : ℝ) < 1)] with T hT using hpos T hT
  · refine tendsto_inv_nhdsGT_zero.comp (tendsto_nhdsWithin_iff.2 ⟨?_, ?_⟩)
    · have h := hc.tendsto 1
      rw [show 2 * (1 : ℝ) * √(1 - 1) = 0 by simp] at h
      exact h.mono_left nhdsWithin_le_nhds
    · filter_upwards [Ioo_mem_nhdsLT (zero_lt_one : (0 : ℝ) < 1)] with T hT using hpos T hT
```

## (i) Reflection as a squared hyperbolic tangent

**Task.** Show that $\tanh^2x=1-\tau(x)$ for every real $x$.

**Solution.** Divide $\sinh^2x=\cosh^2x-1$ by $\cosh^2x$.

```lean
lemma tanh_sq (x : ℝ) : Real.tanh x ^ 2 = 1 - transmission x := by
  have hc := (Real.cosh_pos x).ne'
  unfold transmission
  rw [Real.tanh_eq_sinh_div_cosh, div_pow, eq_sub_iff_add_eq, ← add_div, ← Real.cosh_sq,
    div_self (pow_ne_zero 2 hc)]
```

## (j) Integrated transmission and shot-noise weight

**Task.** Show that

$$\int_0^L\tau\,dx=\tanh L,\qquad \int_0^L\tau(1-\tau)\,dx=\tfrac13\tanh^3L.$$

**Solution.** The quotient rule gives $\tanh'x=(\cosh^2x-\sinh^2x)/\cosh^2x=\tau(x)$. With (i),

$$\left(\tfrac13\tanh^3x\right)'=\tanh^2x\,\tau(x)=\tau(x)\bigl(1-\tau(x)\bigr).$$

Both antiderivatives vanish at $x=0$. In the proof they are `hd` and `hd3`.

The theorem allows any real $L$; the physical case is $L>0$, where $L$ is the largest channel coordinate and not a length in metres. Averages over uniform $x$ carry a further factor $1/L$, which cancels in the next ratio.

```lean
/-- For coordinates spread uniformly over `(0, L)`, the integrated transmission is `tanh L`
and the integrated shot-noise weight `T (1 - T)` is `tanh³ L / 3`. -/
theorem integrated_transport (L : ℝ) :
    ∫ x in (0 : ℝ)..L, transmission x = Real.tanh L ∧
      ∫ x in (0 : ℝ)..L, transmission x * (1 - transmission x) = Real.tanh L ^ 3 / 3 := by
  have hcont : Continuous transmission :=
    continuous_const.div (Real.continuous_cosh.pow 2)
      (fun x => pow_ne_zero 2 (Real.cosh_pos x).ne')
  have hd : ∀ x, HasDerivAt Real.tanh (transmission x) x := by
    intro x
    have h := (Real.hasDerivAt_sinh x).fun_div (Real.hasDerivAt_cosh x) (Real.cosh_pos x).ne'
    rw [show Real.tanh = fun y => Real.sinh y / Real.cosh y from
      funext Real.tanh_eq_sinh_div_cosh]
    refine h.congr_deriv ?_
    unfold transmission
    congr 1
    linear_combination Real.cosh_sq x
  constructor
  · rw [intervalIntegral.integral_eq_sub_of_hasDerivAt (fun x _ => hd x)
      (hcont.intervalIntegrable _ _), Real.tanh_zero, sub_zero]
  · have hd3 : ∀ x, HasDerivAt (fun y => Real.tanh y ^ 3 / 3)
        (transmission x * (1 - transmission x)) x := by
      intro x
      refine (((hd x).fun_pow 3).div_const 3).congr_deriv ?_
      rw [← tanh_sq]
      norm_num
      ring
    rw [intervalIntegral.integral_eq_sub_of_hasDerivAt (fun x _ => hd3 x)
      ((hcont.mul (continuous_const.sub hcont)).intervalIntegrable _ _), Real.tanh_zero]
    ring
```

## (k) The Fano factor tends to one third

**Task.** Show that the ratio of the second integral in (j) to the first tends to $1/3$ as $L\to\infty$.

**Solution.** For $L>0$ the ratio is

$$\frac{\tanh^3L/3}{\tanh L}=\frac{\tanh^2L}{3}=\frac{1-\tau(L)}3.$$

It remains to show that $\tau(L)\to0$. From $e^L\ge L+1$ and $e^{-L}>0$ we get $2\cosh L>L+1$. Since $(\cosh L-1)^2\ge0$, it follows that $\cosh^2L\ge2\cosh L-1>L$. Thus $\cosh^2L\to\infty$ and the ratio tends to $1/3$.

The steps `hratio`, `hcosh` and `hT` are the ratio, the growth of $\cosh^2L$ and the vanishing of $\tau(L)$. For non-interacting electrons at zero temperature and small bias, whose channel coordinates fill $(0,L)$ uniformly, the ratio is the Fano factor: the low-frequency current noise divided by its value for independent electron transfers (a Poisson process) with the same mean current.

```lean
/-- The Fano factor, the ratio of integrated `T (1 - T)` to integrated `T` over uniformly
spread coordinates in `(0, L)`, tends to 1/3 as `L` grows. -/
theorem fano_factor_one_third :
    Tendsto (fun L : ℝ => (∫ x in (0 : ℝ)..L, transmission x * (1 - transmission x)) /
      ∫ x in (0 : ℝ)..L, transmission x) atTop (𝓝 (1 / 3)) := by
  have hratio : ∀ L : ℝ, (∫ x in (0 : ℝ)..L, transmission x * (1 - transmission x)) /
      (∫ x in (0 : ℝ)..L, transmission x) = (1 - transmission L) / 3 := by
    intro L
    rw [(integrated_transport L).1, (integrated_transport L).2, ← tanh_sq]
    rcases eq_or_ne (Real.tanh L) 0 with h | h
    · simp [h]
    · field_simp
  -- cosh² grows at least linearly, so the transmission at the far end vanishes
  have hcosh : Tendsto (fun L : ℝ => Real.cosh L ^ 2) atTop atTop := by
    refine tendsto_atTop_mono (fun L => ?_) tendsto_id
    have h1 := Real.add_one_le_exp L
    have h2 := Real.exp_pos (-L)
    have h3 := Real.cosh_eq L
    simp only [id]
    nlinarith [sq_nonneg (Real.cosh L - 1)]
  have hT : Tendsto transmission atTop (𝓝 0) := by
    rw [show transmission = fun L => (Real.cosh L ^ 2)⁻¹ from funext fun L => one_div _]
    exact tendsto_inv_atTop_zero.comp hcosh
  simp only [hratio]
  have h := (hT.const_sub 1).div_const 3
  rwa [sub_zero] at h

end

end DorokhovDistribution
```

```lean
#print axioms DorokhovDistribution.hasDerivAt_channelCoordinate
#print axioms DorokhovDistribution.volume_transmission_window
#print axioms DorokhovDistribution.density_diverges
#print axioms DorokhovDistribution.fano_factor_one_third
```

```
'DorokhovDistribution.hasDerivAt_channelCoordinate' depends on axioms: [propext, Classical.choice, Quot.sound]
'DorokhovDistribution.volume_transmission_window' depends on axioms: [propext, Classical.choice, Quot.sound]
'DorokhovDistribution.density_diverges' depends on axioms: [propext, Classical.choice, Quot.sound]
'DorokhovDistribution.fano_factor_one_third' depends on axioms: [propext, Classical.choice, Quot.sound]
```
